# Closed form and weak-screening limit of the screened Mott transport integral

A simulation of fast electrons in matter that groups many small elastic deflections into one step often uses the transport mean free path $\lambda_{\rm tr}$ of the scattering model. It is given by $1/\lambda_{\rm tr} = n\,\sigma_{\rm tr}$, where $n$ is the number density of atoms and $\sigma_{\rm tr} = \int (1-\cos\theta)\,\frac{d\sigma}{d\Omega}\,d\Omega$ weights each scattering angle $\theta$ by the loss of forward direction. For the first-Born cross section of a static, exponentially screened Coulomb potential, the angular integral is elementary, and the parts below evaluate it.

## The model and its Lean definitions

Take $\hbar=c=1$, an electron of momentum $p$ and speed $\beta$, a nucleus of charge number $Z$, the fine-structure constant $\alpha$, and the potential $-Z\alpha\,e^{-r/a}/r$ with screening length $a$. The model cross section for unpolarised electrons is

$$\frac{d\sigma}{d\Omega} = \left(\frac{Z\alpha}{p\beta}\right)^2 \frac{1-\beta^2\sin^2(\theta/2)}{(1-\cos\theta+2A)^2},\qquad A=\frac{1}{4p^2a^2}.$$

The number $A$ stands for the shielding of the nucleus by the atomic electrons, which keeps the cross section finite in the forward direction. This form is put in by definition and is not derived from the Dirac equation. The name Mott refers to the lowest-order spin factor in the numerator, so higher orders in $Z\alpha$, recoil, nuclear size and realistic atomic form factors are absent.

```lean
import Mathlib

open Real Filter Topology

namespace ScreenedMottTransport

noncomputable section
```

The spin factor is $M(\beta,\theta)=1-\beta^2\sin^2(\theta/2)$. Both arguments are arbitrary real numbers, and the physical range $|\beta|<1$ is never imposed.

```lean
/-- Mott spin factor `1 - β² sin²(θ/2)` for speed `β` and scattering angle `θ`. -/
def mottFactor (β θ : ℝ) : ℝ := 1 - β ^ 2 * sin (θ / 2) ^ 2
```

Reduced units drop the prefactor $(Z\alpha/p\beta)^2$, and $A$ and $\beta$ are treated as independent.

```lean
/-- Screened Mott differential cross section in reduced units, with screening parameter `A`. -/
def screenedMott (A β θ : ℝ) : ℝ := mottFactor β θ / (1 - cos θ + 2 * A) ^ 2
```

The transport integral is
$$T(A,\beta)=\int_0^\pi (1-\cos\theta)\,\frac{M(\beta,\theta)}{(1-\cos\theta+2A)^2}\,\sin\theta\,d\theta .$$
The azimuthal factor is also left out, so $\sigma_{\rm tr}=2\pi (Z\alpha/p\beta)^2\,T$.

```lean
/-- Transport integral: the cross section weighted by `(1 - cos θ) sin θ` over `[0, π]`. -/
def transportIntegral (A β : ℝ) : ℝ :=
  ∫ θ in (0 : ℝ)..π, (1 - cos θ) * screenedMott A β θ * sin θ
```

The total integral $\Sigma(A,\beta)$ is the same expression without the weight $1-\cos\theta$. The ratio $T/\Sigma$ is the mean of $1-\cos\theta$ in one collision.

```lean
/-- Total integral: the cross section weighted by `sin θ` over `[0, π]`. -/
def totalIntegral (A β : ℝ) : ℝ := ∫ θ in (0 : ℝ)..π, screenedMott A β θ * sin θ
```

Two abbreviations carry the results. The first is the logarithm $L=\ln(1+1/A)$.

```lean
/-- The screened Coulomb logarithm `L = ln(1 + 1/A)`. -/
def coulombLog (A : ℝ) : ℝ := log (1 + 1 / A)
```

The second is $S(A)=1-2AL+A/(1+A)$, which will turn out to be the coefficient of $-\beta^2$ in $T$.

```lean
/-- The spin correction `S(A) = 1 - 2AL + A/(1+A)`. -/
def spinCorrection (A : ℝ) : ℝ := 1 - 2 * A * coulombLog A + A / (1 + A)
```

## (a) The spin factor as a function of $\cos\theta$

Show that $M(\beta,\theta)=1-\beta^2(1-\cos\theta)/2$ for all real $\beta$ and $\theta$.

The double-angle formula gives $\cos\theta=2\cos^2(\theta/2)-1$. With $\cos^2(\theta/2)=1-\sin^2(\theta/2)$ this becomes $\cos\theta=1-2\sin^2(\theta/2)$, so $\sin^2(\theta/2)=(1-\cos\theta)/2$. In `mottFactor_eq` the two identities are `h1` and `h2`, and `linarith` combines them into the half-angle formula `h3`.

```lean
/-- The Mott factor equals `1 - β² (1 - cos θ)/2`. -/
theorem mottFactor_eq (β θ : ℝ) : mottFactor β θ = 1 - β ^ 2 * (1 - cos θ) / 2 := by
  have h1 := Real.cos_two_mul (θ / 2)
  rw [show 2 * (θ / 2) = θ by ring] at h1
  have h2 := Real.sin_sq_add_cos_sq (θ / 2)
  have h3 : sin (θ / 2) ^ 2 = (1 - cos θ) / 2 := by linarith
  rw [mottFactor, h3]
  ring
```

## (b) Splitting the logarithm

Show that $L=\ln(1+A)-\ln A$ for $A>0$.

One has $1+1/A=(1+A)/A$, with numerator and denominator positive, and the logarithm of the quotient is the difference of the logarithms. The proof joins the right-hand side into one logarithm with `log_div` and then compares the arguments.

```lean
/-- For positive screening, `L = ln(1 + A) - ln A`. -/
theorem coulombLog_eq {A : ℝ} (hA : 0 < A) : coulombLog A = log (1 + A) - log A := by
  have h1A : 0 < 1 + A := by linarith
  have hA' := hA.ne'
  rw [coulombLog, ← log_div h1A.ne' hA.ne']
  congr 1
  field_simp
  ring
```

## (c) The variable $w=1-\cos\theta+2A$

Let $A>0$, let $f$ be continuous for $w>0$, and let $F'(w)=f(w)$ for every $w>0$. Show that
$$\int_0^\pi f(1-\cos\theta+2A)\sin\theta\,d\theta=F(2(1+A))-F(2A).$$

Since $\cos\theta\le1$, $w(\theta)\ge 2A>0$, so $f$ and $F$ are evaluated only where the assumptions apply. The chain rule with $dw/d\theta=\sin\theta$ gives $\frac{d}{d\theta}F(w(\theta))=f(w(\theta))\sin\theta$. The right-hand side is continuous, hence integrable on $[0,\pi]$, and the fundamental theorem of calculus gives $F(w(\pi))-F(w(0))$ with $w(\pi)=2(1+A)$ and $w(0)=2A$.

In `integral_angle`, `HasDerivAt F (f w) w` says $F'(w)=f(w)$ and `Set.Ioi 0` is the half-line $w>0$. Positivity is `hpos`, the chain rule `hd`, continuity `hc`, the endpoints `e1` and `e2`, and the fundamental theorem is `intervalIntegral.integral_eq_sub_of_hasDerivAt`.

```lean
/-- Change of variable `w = 1 - cos θ + 2A`: if `F' = f` with `f` continuous for `w > 0`, the
angular integral of `f(w) sin θ` is `F(2(1+A)) - F(2A)`. -/
theorem integral_angle {A : ℝ} (hA : 0 < A) {F f : ℝ → ℝ}
    (hF : ∀ w, 0 < w → HasDerivAt F (f w) w) (hf : ContinuousOn f (Set.Ioi 0)) :
    ∫ θ in (0 : ℝ)..π, f (1 - cos θ + 2 * A) * sin θ = F (2 * (1 + A)) - F (2 * A) := by
  have hpos : ∀ θ : ℝ, 0 < 1 - cos θ + 2 * A := fun θ => by
    have := cos_le_one θ
    linarith
  -- chain rule with dw/dθ = sin θ
  have hd : ∀ θ : ℝ, HasDerivAt (fun t => F (1 - cos t + 2 * A))
      (f (1 - cos θ + 2 * A) * sin θ) θ := by
    intro θ
    have h1 : HasDerivAt (fun t => 1 - cos t + 2 * A) (sin θ) θ :=
      (((hasDerivAt_cos θ).const_sub 1).add_const (2 * A)).congr_deriv (neg_neg _)
    have h2 := HasDerivAt.comp θ (hF _ (hpos θ)) h1
    exact h2
  have hw : Continuous fun θ : ℝ => 1 - cos θ + 2 * A := by fun_prop
  have hc : Continuous fun θ : ℝ => f (1 - cos θ + 2 * A) * sin θ :=
    (hf.comp_continuous hw (fun θ => hpos θ)).mul continuous_sin
  have e1 : 1 - cos π + 2 * A = 2 * (1 + A) := by rw [cos_pi]; ring
  have e2 : 1 - cos 0 + 2 * A = 2 * A := by rw [cos_zero]; ring
  have key := intervalIntegral.integral_eq_sub_of_hasDerivAt (fun x _ => hd x)
    (hc.intervalIntegrable 0 π)
  simp only [e1, e2] at key
  exact key
```

## (d) The transport integral in closed form

Show that for $A>0$ and any real $\beta$
$$T=L-\frac{1}{1+A}-\beta^2\left(1-2AL+\frac{A}{1+A}\right).$$

By (a) and $1-\cos\theta=w-2A$, the integrand is $f(w)\sin\theta$ with
$$f(w)=\frac{w-2A}{w^2}-\frac{\beta^2}{2}\,\frac{(w-2A)^2}{w^2}=\left(\frac1w-\frac{2A}{w^2}\right)-\frac{\beta^2}{2}\left(1-\frac{4A}{w}+\frac{4A^2}{w^2}\right).$$
Term by term, an antiderivative is
$$F(w)=\ln w+\frac{2A}{w}-\frac{\beta^2}{2}\left(w-4A\ln w-\frac{4A^2}{w}\right).$$
Between $w=2A$ and $w=2(1+A)$ the change of $w$ is $2$, the change of $\ln w$ is $\ln(1+A)-\ln A=L$ by (b), and the change of $1/w$ is $\frac{1}{2(1+A)}-\frac{1}{2A}=-\frac{1}{2A(1+A)}$. The first two terms of $F$ therefore contribute $L-1/(1+A)$. The bracket contributes $2-4AL+2A/(1+A)=2S$, which after multiplication by $-\beta^2/2$ is $-\beta^2S$. At $A=1$, for example, $T=\ln2-\tfrac12-\beta^2(\tfrac32-2\ln2)\approx0.193-0.114\,\beta^2$.

The proof of `transportIntegral_eq` works by differentiation: `hF` assembles $F'$ from the derivatives of $\ln w$, $1/w$ and $w$, and `field_simp` with `ring` matches it to $f$. After `integral_angle` is applied two goals remain. The first identifies the integrand with $f(w)\sin\theta$ through `mottFactor_eq`. The second evaluates the endpoints, where `log_mul` separates the $\ln2$ that cancels in the difference.

```lean
/-- Closed form of the screened Mott transport integral for `A > 0`:
`L - 1/(1+A) - β² (1 - 2AL + A/(1+A))`. -/
theorem transportIntegral_eq {A : ℝ} (hA : 0 < A) (β : ℝ) :
    transportIntegral A β = coulombLog A - 1 / (1 + A)
      - β ^ 2 * (1 - 2 * A * coulombLog A + A / (1 + A)) := by
  have h1A : 0 < 1 + A := by linarith
  have hA' := hA.ne'
  have h1A' := h1A.ne'
  -- antiderivative in the variable w
  have hF : ∀ w : ℝ, 0 < w → HasDerivAt
      (fun w => log w + 2 * A * w⁻¹ - β ^ 2 / 2 * (w - 4 * A * log w - 4 * A ^ 2 * w⁻¹))
      ((w - 2 * A) * (1 - β ^ 2 * (w - 2 * A) / 2) / w ^ 2) w := by
    intro w hw
    have hw' := hw.ne'
    have hl := hasDerivAt_log hw'
    have hi := hasDerivAt_inv hw'
    have h := (hl.fun_add (hi.const_mul (2 * A))).fun_sub
      ((((hasDerivAt_id' w).fun_sub (hl.const_mul (4 * A))).fun_sub
        (hi.const_mul (4 * A ^ 2))).const_mul (β ^ 2 / 2))
    refine HasDerivAt.congr_deriv h ?_
    field_simp
    ring
  have hf : ContinuousOn
      (fun w : ℝ => (w - 2 * A) * (1 - β ^ 2 * (w - 2 * A) / 2) / w ^ 2) (Set.Ioi 0) :=
    ContinuousOn.div (by fun_prop) (by fun_prop) (fun w hw => pow_ne_zero 2 (ne_of_gt hw))
  refine Eq.trans ?_ ((integral_angle hA hF hf).trans ?_)
  · unfold transportIntegral
    congr 1
    funext θ
    rw [screenedMott, mottFactor_eq]
    ring
  · rw [log_mul (by norm_num : (2 : ℝ) ≠ 0) h1A', log_mul (by norm_num : (2 : ℝ) ≠ 0) hA',
      coulombLog_eq hA]
    field_simp
    ring
```

## (e) The total integral in closed form

Show that for $A>0$ and any real $\beta$
$$\Sigma=\frac{1}{2A(1+A)}-\frac{\beta^2}{2}\left(L-\frac{1}{1+A}\right).$$

Now $f(w)=\frac{1}{w^2}-\frac{\beta^2}{2}\frac{w-2A}{w^2}$, with antiderivative $F(w)=-\frac1w-\frac{\beta^2}{2}\left(\ln w+\frac{2A}{w}\right)$. The endpoint changes listed in (d) give $\frac{1}{2A(1+A)}$ for the first term and $L-\frac{1}{1+A}$ for the bracket. The Lean proof has the structure of (d) with this $F$ in `hF`.

```lean
/-- Closed form of the screened Mott total integral for `A > 0`:
`1/(2A(1+A)) - (β²/2)(L - 1/(1+A))`. -/
theorem totalIntegral_eq {A : ℝ} (hA : 0 < A) (β : ℝ) :
    totalIntegral A β = 1 / (2 * A * (1 + A)) - β ^ 2 / 2 * (coulombLog A - 1 / (1 + A)) := by
  have h1A : 0 < 1 + A := by linarith
  have hA' := hA.ne'
  have h1A' := h1A.ne'
  have hF : ∀ w : ℝ, 0 < w → HasDerivAt
      (fun w => -w⁻¹ - β ^ 2 / 2 * (log w + 2 * A * w⁻¹))
      ((1 - β ^ 2 * (w - 2 * A) / 2) / w ^ 2) w := by
    intro w hw
    have hw' := hw.ne'
    have hl := hasDerivAt_log hw'
    have hi := hasDerivAt_inv hw'
    have h := hi.fun_neg.fun_sub ((hl.fun_add (hi.const_mul (2 * A))).const_mul (β ^ 2 / 2))
    refine HasDerivAt.congr_deriv h ?_
    field_simp
    ring
  have hf : ContinuousOn (fun w : ℝ => (1 - β ^ 2 * (w - 2 * A) / 2) / w ^ 2) (Set.Ioi 0) :=
    ContinuousOn.div (by fun_prop) (by fun_prop) (fun w hw => pow_ne_zero 2 (ne_of_gt hw))
  refine Eq.trans ?_ ((integral_angle hA hF hf).trans ?_)
  · unfold totalIntegral
    congr 1
    funext θ
    rw [screenedMott, mottFactor_eq]
    ring
  · rw [log_mul (by norm_num : (2 : ℝ) ≠ 0) h1A', log_mul (by norm_num : (2 : ℝ) ≠ 0) hA',
      coulombLog_eq hA]
    field_simp
    ring
```

## (f) Bounds on the spin correction

Show that $0<S(A)\le 1/(1+A)$ for $A>0$.

Put $x=1+1/A>1$, so that $L=\ln x>0$ and $1/x=A/(1+A)$. For the lower bound use $y<\sinh y$ for $y>0$ at $y=L$, where $\sinh(\ln x)=(x-1/x)/2$:
$$L<\frac12\left(\frac{1+A}{A}-\frac{A}{1+A}\right)=\frac{1+2A}{2A(1+A)}=\frac{1}{2A}\left(1+\frac{A}{1+A}\right).$$
Multiplying by $2A>0$ gives $2AL<1+A/(1+A)$, which is $S>0$. For the upper bound, $\ln x\ge1-1/x$ reads $L\ge 1/(1+A)$. Then $2AL\ge 2A/(1+A)$ and $S\le 1-A/(1+A)=1/(1+A)$.

The two branches after `constructor` follow these lines. The first uses `Real.self_lt_sinh_iff` and `Real.sinh_log`, with `e` as the rearrangement in the display. The second uses `Real.one_sub_inv_le_log_of_pos` and multiplies by $A$ in `h3`.

```lean
/-- For `A > 0` the spin correction obeys `0 < S(A) ≤ 1/(1+A)`. -/
theorem spinCorrection_bounds {A : ℝ} (hA : 0 < A) :
    0 < spinCorrection A ∧ spinCorrection A ≤ 1 / (1 + A) := by
  have h1A : 0 < 1 + A := by linarith
  have hA' := hA.ne'
  have h1A' := h1A.ne'
  have hAi : 0 < 1 / A := by positivity
  have hx1 : 1 < 1 + 1 / A := by linarith
  have hx : 0 < 1 + 1 / A := by linarith
  have hinv : (1 + 1 / A)⁻¹ = A / (1 + A) := by
    have hq : 1 + 1 / A = (1 + A) / A := by
      field_simp
      ring
    rw [hq, inv_div]
  unfold spinCorrection coulombLog
  constructor
  · -- ln x < sinh (ln x) = (x - 1/x)/2 for x > 1
    have h := Real.self_lt_sinh_iff.2 (log_pos hx1)
    have e : (1 + 1 / A - A / (1 + A)) / 2 = (1 + A / (1 + A)) / (2 * A) := by
      field_simp <;> ring
    rw [Real.sinh_log hx, hinv, e, lt_div_iff₀ (by positivity)] at h
    linarith
  · -- 1 - 1/x ≤ ln x
    have h := Real.one_sub_inv_le_log_of_pos hx
    have h1 : 1 - A / (1 + A) = 1 / (1 + A) := by field_simp <;> ring
    have h2 : A * (1 / (1 + A)) = A / (1 + A) := by ring
    rw [hinv, h1] at h
    have h3 := mul_le_mul_of_nonneg_left h hA.le
    linarith
```

## (g) Decrease with $\beta^2$ at fixed screening

Show that $\beta_1^2<\beta_2^2$ implies $T(A,\beta_2)<T(A,\beta_1)$ for fixed $A>0$.

By (d), $T(A,\beta_1)-T(A,\beta_2)=(\beta_2^2-\beta_1^2)\,S(A)$, a product of two positive numbers by (f). In the proof `hS` is the inequality $\beta_1^2S<\beta_2^2S$. The statement isolates the effect of the spin factor. It does not describe $\sigma_{\rm tr}$ as a function of energy, because $A$ and the prefactor also depend on $p$.

```lean
/-- At fixed screening `A > 0` the transport integral strictly decreases as `β²` grows. -/
theorem transportIntegral_lt {A β₁ β₂ : ℝ} (hA : 0 < A) (h : β₁ ^ 2 < β₂ ^ 2) :
    transportIntegral A β₂ < transportIntegral A β₁ := by
  have hS := mul_lt_mul_of_pos_right h (spinCorrection_bounds hA).1
  rw [transportIntegral_eq hA, transportIntegral_eq hA]
  unfold spinCorrection at hS
  linarith
```

## (h) Two limits for weak screening

Show that, as $A\to0^+$, $L-\ln(1/A)-1/(1+A)\to-1$ and $S(A)\to1$.

By (b) and $\ln(1/A)=-\ln A$, the first expression equals $\ln(1+A)-1/(1+A)$ for $A>0$, which tends to $0-1$. For the second,
$$S=1-2\bigl(A\ln(1+A)-A\ln A\bigr)+A\cdot\frac{1}{1+A},$$
and with $A\ln A\to0$ the limit is $1-2(0-0)+0=1$.

The filter `𝓝[>] 0` expresses approach to zero through positive values. The elementary limits are `t0` to `t3`: $A\to0$, $\ln(1+A)\to0$, $1/(1+A)\to1$ and $A\ln A\to0$, the last from `Real.continuous_mul_log`. Each combined limit `h` concerns the rewritten expression, and `h.congr'` carries it to the original function, which agrees with it for every $A>0$.

```lean
/-- As `A → 0⁺`, `L - ln(1/A) - 1/(1+A)` tends to `-1` and the spin correction tends to `1`. -/
theorem weak_screening_parts :
    Tendsto (fun A => coulombLog A - log (1 / A) - 1 / (1 + A)) (𝓝[>] 0) (𝓝 (-1)) ∧
      Tendsto spinCorrection (𝓝[>] 0) (𝓝 1) := by
  have t0 : Tendsto (fun A : ℝ => A) (𝓝[>] 0) (𝓝 0) := tendsto_id.mono_left nhdsWithin_le_nhds
  have c1 : ContinuousAt (fun A : ℝ => log (1 + A)) 0 :=
    ContinuousAt.log (by fun_prop) (by norm_num)
  have c2 : ContinuousAt (fun A : ℝ => 1 / (1 + A)) 0 :=
    ContinuousAt.div continuousAt_const (by fun_prop) (by norm_num)
  have t1 := c1.tendsto.mono_left (nhdsWithin_le_nhds (s := Set.Ioi 0))
  have t2 := c2.tendsto.mono_left (nhdsWithin_le_nhds (s := Set.Ioi 0))
  -- A ln A → 0
  have t3 := (Real.continuous_mul_log.tendsto 0).mono_left (nhdsWithin_le_nhds (s := Set.Ioi 0))
  simp only [add_zero, log_one, div_one, zero_mul] at t1 t2 t3
  constructor
  · have h : Tendsto (fun A : ℝ => log (1 + A) - 1 / (1 + A)) (𝓝[>] 0) (𝓝 (0 - 1)) :=
      t1.sub t2
    rw [zero_sub] at h
    refine h.congr' ?_
    filter_upwards [self_mem_nhdsWithin] with A hA
    have hA' : 0 < A := hA
    rw [coulombLog_eq hA', one_div A, log_inv]
    ring
  · have h : Tendsto (fun A : ℝ => 1 - 2 * (A * log (1 + A) - A * log A) + A * (1 / (1 + A)))
        (𝓝[>] 0) (𝓝 (1 - 2 * (0 * 0 - 0) + 0 * 1)) :=
      ((((t0.mul t1).sub t3).const_mul 2).const_sub 1).add (t0.mul t2)
    have e : (1 : ℝ) - 2 * (0 * 0 - 0) + 0 * 1 = 1 := by norm_num
    rw [e] at h
    refine h.congr' ?_
    filter_upwards [self_mem_nhdsWithin] with A hA
    have hA' : 0 < A := hA
    rw [spinCorrection, coulombLog_eq hA']
    ring
```

## (i) The constant under the logarithm

Show that $T(A,\beta)-\ln(1/A)\to-1-\beta^2$ as $A\to0^+$, for each fixed real $\beta$.

By (d), for $A>0$,
$$T-\ln(1/A)=\left(L-\ln(1/A)-\frac{1}{1+A}\right)-\beta^2S(A),$$
and (h) gives the limit $-1-\beta^2\cdot1$. The proof subtracts $\beta^2$ times the second limit of `weak_screening_parts` from the first and matches the functions for $A>0$ with `transportIntegral_eq`. The theorem states the limit and no rate of approach. In this first-Born, one-parameter model the spin factor thus leaves the coefficient of $\ln(1/A)$ untouched and shifts the constant from $-1$ at $\beta=0$ towards $-2$ as $\beta^2\to1$. An estimate of $\lambda_{\rm tr}$ that keeps only $\ln(1/A)$ omits the whole constant $-1-\beta^2$.

```lean
/-- Weak-screening limit: the transport integral minus `ln(1/A)` tends to `-1 - β²`
as `A → 0⁺`. -/
theorem transportIntegral_weak_screening (β : ℝ) :
    Tendsto (fun A => transportIntegral A β - log (1 / A)) (𝓝[>] 0) (𝓝 (-1 - β ^ 2)) := by
  have h := weak_screening_parts.1.sub (weak_screening_parts.2.const_mul (β ^ 2))
  rw [mul_one] at h
  refine h.congr' ?_
  filter_upwards [self_mem_nhdsWithin] with A hA
  have hA' : 0 < A := hA
  rw [transportIntegral_eq hA', spinCorrection]
  ring

end

end ScreenedMottTransport
```

```lean
#print axioms ScreenedMottTransport.totalIntegral_eq
#print axioms ScreenedMottTransport.transportIntegral_lt
#print axioms ScreenedMottTransport.transportIntegral_weak_screening
```

```
'ScreenedMottTransport.totalIntegral_eq' depends on axioms: [propext, Classical.choice, Quot.sound]
'ScreenedMottTransport.transportIntegral_lt' depends on axioms: [propext, Classical.choice, Quot.sound]
'ScreenedMottTransport.transportIntegral_weak_screening' depends on axioms: [propext, Classical.choice, Quot.sound]
```

## The second angular moment

The moment computed here and the examples that follow are ordinary calculations with no theorem in the file behind them. Angular distributions after many collisions also involve the weight $1-P_2(\cos\theta)$, with the Legendre polynomial $P_2(c)=(3c^2-1)/2$. With $u=1-\cos\theta$ the weight is $\tfrac32\sin^2\theta=\tfrac32(2u-u^2)$. The working of (d) contains both ingredients, $\int_0^\pi u\,w^{-2}\sin\theta\,d\theta=L-\frac{1}{1+A}$ and $\int_0^\pi u^2w^{-2}\sin\theta\,d\theta=2S$. At $\beta=0$ the weighted integral would therefore be
$$3\left(L-\frac1{1+A}\right)-3S=3\bigl[(1+2A)L-2\bigr].$$

## Without positive screening

At $A=0$ and $\beta=0$ the transport integrand is $\sin\theta/(1-\cos\theta)=\cot(\theta/2)$, and for a small cut-off angle $\varepsilon>0$ its integral from $\varepsilon$ to $\pi$ is $-2\ln\sin(\varepsilon/2)$, which grows without bound as $\varepsilon\to0$. This is the forward divergence of the bare Coulomb field. Lean assigns $0$ to the integral of a non-integrable function and to $1/0$, so at this point the left side of (d) would read $0$ and the right side $-1$. A case with every quantity finite, though unphysical because $A=1/(4p^2a^2)$ is positive for any real screening length, is $A=-2$ in (f): there $L=-\ln2$ and $S=3-4\ln2\approx0.227$, while $1/(1+A)=-1$, so the upper bound fails.
